# A Schrieffer–Wolff generator removes a coupling between unequal levels to first order

Take two levels with energies 0 and Δ > 0, joined by a weak real matrix element sv. If the upper level is discarded along with the coupling, the lower level stays at 0. Its exact energy is

Δ/2 − √(Δ²/4 + s²v²) ≈ −s²v²/Δ,

so the truncation has lost the whole leading shift. The remedy is to change basis before truncating, so that the coupling disappears at first order and its effect appears as an explicit second-order term.

## The commutator that cancels the coupling

Let H0 = diag(e) be a finite diagonal matrix with levels e_m, and let V be a matrix of couplings with V_mn = 0 whenever e_m = e_n. Taking m = n shows that the diagonal of V vanishes too. In a Hermitian problem, elements of V between equal levels shift or split those levels at first order, and no change of basis can undo a change in the spectrum. The condition says that there are no such shifts.

Define the generator S by

S_mn = V_mn/(e_m − e_n) if e_m ≠ e_n, and S_mn = 0 otherwise.

Write [S, A] = SA − AS. For real s, the transformed Hamiltonian is

H(s) = exp(sS)(H0 + sV)exp(−sS).

The claim is that H′(0) = 0 and H″(0) = [S, V] = SV − VS.

It helps to differentiate a more general expression, with any A and B in place of H0 and V:

F(s) = exp(sS)(A + sB)exp(−sS).

The derivative of exp(sS) is exp(sS)S, and that of exp(−sS) is −S exp(−sS). The product rule gives

F′(s) = exp(sS){S(A + sB) + B − (A + sB)S}exp(−sS)
= exp(sS){([S, A] + B) + s[S, B]}exp(−sS).

This has the form of F again, with A replaced by [S, A] + B and B replaced by [S, B].

Now put A = H0 and B = V. Since H0 is diagonal,

[S, H0]_mn = S_mn e_n − e_m S_mn = −(e_m − e_n)S_mn = −V_mn.

For unequal levels the last step is the definition of S; for equal levels both sides are zero. Hence [S, H0] + V = 0, and

H′(s) = exp(sS) s[S, V] exp(−sS).

At s = 0 this vanishes. Applying the rule once more, with A = 0 and B = [S, V], gives

H″(s) = exp(sS){[S, V] + s[S, [S, V]]}exp(−sS),

which equals [S, V] at s = 0. For the two levels of the opening, the lower diagonal element of ½s²[S, V] is −s²v²/Δ, the shift that truncation had lost.

## Higher orders and the converse

Let Cᵏ(A) denote the k-fold commutator of S with A, with C⁰(A) = A. For k ≥ 0, the derivative of order k + 1 is

exp(sS){Cᵏ⁺¹(A) + (k + 1)Cᵏ(B) + s Cᵏ⁺¹(B)}exp(−sS).

For k = 0 this is the rule just found. If it holds for k, another differentiation replaces the part without s by

[S, Cᵏ⁺¹(A) + (k + 1)Cᵏ(B)] + Cᵏ⁺¹(B) = Cᵏ⁺²(A) + (k + 2)Cᵏ⁺¹(B),

and the coefficient of s by Cᵏ⁺²(B), which is the formula for k + 1. With A = H0 and B = V, the relation [S, H0] = −V gives Cᵏ⁺¹(H0) = −Cᵏ(V). At s = 0 what remains is

−Cᵏ(V) + (k + 1)Cᵏ(V) = k Cᵏ(V).

The Taylor expansion therefore begins

H0 + (s²/2)[S, V] + (s³/3)[S, [S, V]] + …

For the converse, let T be any generator. The derivative at s = 0 is then [T, H0] + V. If it vanishes, the calculation above gives (e_m − e_n)T_mn = V_mn for every pair, and for equal levels the left side is zero. So V_mn = 0 whenever e_m = e_n.

Suppose that the levels fall into two groups and that V has elements only between one group and the other. The same then holds for S, and [S, V] acts within each group. This is how effective Hamiltonians arise in finite models whose coupling meets the condition on V: in the half-filled two-site Hubbard model, hopping joins only singly occupied states to doubly occupied ones, and the second-order term contains the spin exchange. The cubic term, however, connects the groups again. A Schrieffer–Wolff transformation that decouples them to higher order needs corrections to the generator, whereas here the exponent is sS throughout.

## Commutators and the transformed Hamiltonian in Lean

The calculus needs no matrices, so it is carried out in a normed ring `𝔸`.

```lean
import Mathlib

open Matrix

namespace SchriefferWolff

noncomputable section

section Algebra

variable {𝔸 : Type*} [NormedRing 𝔸]
```

The commutator is a function of its second argument, so it can be iterated: `(comm S)^[k]` is Cᵏ.

```lean
/-- The commutator `S A - A S`, as a map acting on `A`. -/
def comm (S A : 𝔸) : 𝔸 := S * A - A * S
```

The next lemma says Cᵏ(−A) = −Cᵏ(A). It will be needed when [S, H0] is replaced by −V inside a repeated commutator. The proof is an induction that takes off the outermost commutator.

```lean
/-- Repeated commutators with `S` respect a change of sign. -/
theorem iterate_comm_neg (S A : 𝔸) (k : ℕ) :
    (comm S)^[k] (-A) = -(comm S)^[k] A := by
  induction k with
  | zero => rfl
  | succ k ih =>
    rw [Function.iterate_succ_apply', Function.iterate_succ_apply', ih]
    simp only [comm]
    noncomm_ring
```

The expression F(s) becomes `dressed S A B s`. Its parameter `s` is real, and `NormedSpace.exp` is the full exponential series, not a truncation.

```lean
variable [NormedAlgebra ℝ 𝔸]

/-- The Hamiltonian `A + s B` after the transformation generated by `s S`:
`exp(sS) (A + s B) exp(-sS)`. -/
def dressed (S A B : 𝔸) (s : ℝ) : 𝔸 :=
  NormedSpace.exp (s • S) * (A + s • B) * NormedSpace.exp (-(s • S))
```

At s = 0 both exponentials are the identity.

```lean
/-- At zero coupling the transformed Hamiltonian is the unperturbed one. -/
theorem dressed_zero (S A B : 𝔸) : dressed S A B 0 = A := by
  simp [dressed]
```

Completeness of the algebra is now assumed, as the calculus of the exponential requires. The theorem below is the differentiation rule for F at every `s`. In its proof, `h1`, `h2` and `h3` are the derivatives of the three factors, `fun_mul` applies the product rule twice, and the closing lines collect terms as in the calculation by hand.

```lean
variable [CompleteSpace 𝔸]

/-- The derivative of a transformed Hamiltonian is again of the transformed form, with
`A` replaced by `[S, A] + B` and `B` replaced by `[S, B]`. -/
theorem hasDerivAt_dressed (S A B : 𝔸) (s : ℝ) :
    HasDerivAt (dressed S A B) (dressed S (comm S A + B) (comm S B) s) s := by
  have h1 := hasDerivAt_exp_smul_const (𝕂 := ℝ) S s
  have h2 : HasDerivAt (fun u : ℝ => A + u • B) B s := by
    simpa using ((hasDerivAt_id' s).smul_const B).const_add A
  have h3 : HasDerivAt (fun u : ℝ => NormedSpace.exp (-(u • S)))
      (-(S * NormedSpace.exp (-(s • S)))) s := by
    simpa only [smul_neg, neg_mul] using hasDerivAt_exp_smul_const' (𝕂 := ℝ) (-S) s
  -- product rule for the three factors
  refine ((h1.fun_mul h2).fun_mul h3).congr_deriv ?_
  simp only [dressed, comm, smul_sub, mul_add, add_mul, mul_sub, sub_mul,
    mul_smul_comm, smul_mul_assoc, mul_neg, mul_assoc]
  module
```

The formula for all derivatives is stated as an equality of functions, so it holds at every coupling and not only at zero. Inside the proof, `hd` is the differentiation rule, and `hstep` is the regrouping that raises the numerical coefficient by one. The induction on `k` then follows the argument above.

```lean
/-- Every derivative of the transformed Hamiltonian, at any coupling, in terms of
repeated commutators with the generator. -/
theorem iteratedDeriv_dressed (S A B : 𝔸) (k : ℕ) :
    iteratedDeriv (k + 1) (dressed S A B) =
      dressed S ((comm S)^[k + 1] A + ((k : ℝ) + 1) • (comm S)^[k] B)
        ((comm S)^[k + 1] B) := by
  have hd : ∀ X Y : 𝔸, deriv (dressed S X Y) = dressed S (comm S X + Y) (comm S Y) :=
    fun X Y => funext fun s => (hasDerivAt_dressed S X Y s).deriv
  have hstep : ∀ (c : ℝ) (X Y : 𝔸),
      comm S (X + c • Y) + comm S Y = comm S X + (c + 1) • comm S Y := by
    intro c X Y
    simp only [comm, mul_add, add_mul, mul_smul_comm, smul_mul_assoc]
    module
  induction k with
  | zero =>
    rw [iteratedDeriv_succ, iteratedDeriv_zero, hd]
    simp
  | succ k ih =>
    rw [iteratedDeriv_succ, ih, hd]
    simp only [Function.iterate_succ_apply']
    rw [hstep, Nat.cast_succ]

end Algebra
```

## Levels, couplings and the energy denominator

The levels are a function `e : ι → ℂ` on a finite index type `ι`, and `V` is a complex matrix on the same indices. Hermitian problems are included: for real levels and Hermitian V, the matrix S is anti-Hermitian and exp(sS) is unitary. The theorems assume neither property and speak of a similarity transformation.

The two instances give matrices the operator norm induced by the maximum norm on vectors. In finite dimension, this choice does not affect which derivatives exist or what they are. The generator is written as a single quotient; Lean sets division by zero equal to zero, which supplies the "otherwise" case in the definition of S.

```lean
section Levels

attribute [local instance] Matrix.linftyOpNormedRing Matrix.linftyOpNormedAlgebra

variable {ι : Type*} [Fintype ι] [DecidableEq ι]

/-- The Schrieffer-Wolff generator `S_mn = V_mn / (e_m - e_n)`, meant for couplings `V`
that vanish whenever `e_m = e_n`; entries between equal levels are set to zero. -/
def generator (e : ι → ℂ) (V : Matrix ι ι ℂ) : Matrix ι ι ℂ :=
  Matrix.of fun m n => V m n / (e m - e n)
```

The matrix equation [T, H0] = −V is equivalent to one scalar equation for each pair of levels. The auxiliary statement `h` computes the entry T_mn e_n − e_m T_mn, and each direction of the equivalence is then a rearrangement of signs. The lemma holds for any `T`, which is what the converse will need.

```lean
/-- A generator `T` satisfies `[T, H0] = -V` for `H0 = diag(e)` exactly when
`(e_m - e_n) T_mn = V_mn` for all pairs of levels. -/
theorem comm_diagonal_iff (e : ι → ℂ) (T V : Matrix ι ι ℂ) :
    comm T (diagonal e) = -V ↔ ∀ m n, (e m - e n) * T m n = V m n := by
  have h : ∀ m n, comm T (diagonal e) m n = T m n * e n - e m * T m n := by
    intro m n
    show (T * diagonal e - diagonal e * T) m n = _
    rw [Matrix.sub_apply, Matrix.mul_diagonal, Matrix.diagonal_mul]
  constructor
  · intro H m n
    have h2 : T m n * e n - e m * T m n = -V m n :=
      (h m n).symm.trans (congrFun (congrFun H m) n)
    linear_combination -h2
  · intro H
    ext m n
    refine (h m n).trans ?_
    show _ = -V m n
    linear_combination -(H m n)
```

The generator S satisfies these scalar equations. The proof splits into equal levels, where the hypothesis `hV` makes the coupling zero, and unequal levels, where the denominator cancels.

```lean
omit [Fintype ι] [DecidableEq ι] in
/-- If `V` has no elements between equal levels, the generator times the level spacing
gives back the coupling. -/
theorem spacing_mul_generator (e : ι → ℂ) (V : Matrix ι ι ℂ)
    (hV : ∀ m n, e m = e n → V m n = 0) (m n : ι) :
    (e m - e n) * generator e V m n = V m n := by
  show (e m - e n) * (V m n / (e m - e n)) = V m n
  by_cases h : e m = e n
  · rw [hV m n h, zero_div, mul_zero]
  · exact mul_div_cancel₀ (V m n) (sub_ne_zero.mpr h)
```

## The first two derivatives at zero coupling

The main theorem has one physical hypothesis, `hV`: V has no elements between equal levels. Its conclusion has two parts. The transformed Hamiltonian has derivative 0 at s = 0, and its derivative function has derivative SV − VS there. The second-order term in the Hamiltonian is therefore half this commutator, multiplied by s².

In the proof, `hc` is [S, H0] = −V and `hz` is [S, H0] + V = 0. The statement `hd` inserts this cancellation into H′(s) at every s, leaving a `dressed` expression with zero in the first slot and [S, V] in the second. The first part then follows by evaluating the differentiation rule at zero, and the second by applying that rule to `hd`.

```lean
/-- **Schrieffer-Wolff transformation.** If `V` has no elements between equal levels of
`H0 = diag(e)`, then `exp(sS) (H0 + s V) exp(-sS)` has first derivative zero and second
derivative `S V - V S` at `s = 0`. -/
theorem schrieffer_wolff (e : ι → ℂ) (V : Matrix ι ι ℂ)
    (hV : ∀ m n, e m = e n → V m n = 0) :
    HasDerivAt (dressed (generator e V) (diagonal e) V) 0 0 ∧
    HasDerivAt (deriv (dressed (generator e V) (diagonal e) V))
      (generator e V * V - V * generator e V) 0 := by
  have hc := (comm_diagonal_iff e (generator e V) V).2 (spacing_mul_generator e V hV)
  have hz : comm (generator e V) (diagonal e) + V = 0 := by
    rw [hc]
    exact neg_add_cancel V
  -- the term of order zero in the derivative cancels at every coupling
  have hd : deriv (dressed (generator e V) (diagonal e) V) =
      dressed (generator e V) 0 (comm (generator e V) V) := by
    funext s
    exact (hasDerivAt_dressed (generator e V) (diagonal e) V s).deriv.trans
      (congrArg (fun X => dressed (generator e V) X (comm (generator e V) V) s) hz)
  constructor
  · refine (hasDerivAt_dressed (generator e V) (diagonal e) V 0).congr_deriv ?_
    exact (dressed_zero _ _ _).trans hz
  · rw [hd]
    refine (hasDerivAt_dressed (generator e V) 0 (comm (generator e V) V) 0).congr_deriv ?_
    refine (dressed_zero _ _ _).trans ?_
    simp [comm]
```

The theorem does not bound the error made by stopping at second order. If a level difference e_m − e_n is small compared with V_mn, S has a large element, and the expansion may then be useful only for very small s. The results for levels concern finite matrices; the algebraic rules also apply to bounded operators on a Banach space, but not directly to unbounded Hamiltonians.

## Every derivative, and when the first can vanish

The next theorem evaluates the general formula at s = 0. `Function.iterate_succ_apply` exposes the innermost commutator [S, H0], `hc` replaces it by −V, and `iterate_comm_neg` brings the sign outside. The final `module` adds the coefficients −1 and k + 1. Setting `k` to 0 and 1 recovers the first two derivatives.

```lean
/-- The expansion to all orders: if `V` has no elements between equal levels, the
derivative of order `k + 1` at `s = 0` is `k` times the `k`-fold commutator of `S`
with `V`. -/
theorem schrieffer_wolff_all_orders (e : ι → ℂ) (V : Matrix ι ι ℂ)
    (hV : ∀ m n, e m = e n → V m n = 0) (k : ℕ) :
    iteratedDeriv (k + 1) (dressed (generator e V) (diagonal e) V) 0 =
      (k : ℝ) • (comm (generator e V))^[k] V := by
  have hc := (comm_diagonal_iff e (generator e V) V).2 (spacing_mul_generator e V hV)
  rw [iteratedDeriv_dressed, dressed_zero, Function.iterate_succ_apply, hc,
    iterate_comm_neg]
  module
```

The last theorem shows that the condition on V is exactly right for removing the first order. The generator `T` on the left of the equivalence is arbitrary, though it still enters as exp(sT). From left to right, `unique` compares the assumed derivative 0 with the computed derivative [T, H0] + V, and the scalar equation for a pair of equal levels then forces the coupling to vanish. From right to left, the Schrieffer–Wolff generator is the required example.

```lean
/-- Some generator removes the coupling to first order if and only if the coupling has
no elements between equal levels. -/
theorem first_order_removable_iff (e : ι → ℂ) (V : Matrix ι ι ℂ) :
    (∃ T : Matrix ι ι ℂ, HasDerivAt (dressed T (diagonal e) V) 0 0) ↔
      ∀ m n, e m = e n → V m n = 0 := by
  constructor
  · rintro ⟨T, hT⟩ m n hmn
    -- the derivative at zero is `[T, H0] + V`, so it must vanish
    have h0 : comm T (diagonal e) + V = 0 :=
      (dressed_zero T _ _).symm.trans
        ((hasDerivAt_dressed T (diagonal e) V 0).unique hT)
    have h1 := (comm_diagonal_iff e T V).1 (eq_neg_of_add_eq_zero_left h0) m n
    rw [← h1, hmn, sub_self, zero_mul]
  · intro hV
    exact ⟨generator e V, (schrieffer_wolff e V hV).1⟩

end Levels

end

end SchriefferWolff
```

```lean
#print axioms SchriefferWolff.schrieffer_wolff_all_orders
#print axioms SchriefferWolff.first_order_removable_iff
```

```
'SchriefferWolff.schrieffer_wolff_all_orders' depends on axioms: [propext, Classical.choice, Quot.sound]
'SchriefferWolff.first_order_removable_iff' depends on axioms: [propext, Classical.choice, Quot.sound]
```
